# The least velocity mismatch between a displaced molecule and its rotating reference, under the Eckart condition

Put four atoms of mass m > 0 at (±1,0,0) and (0,±1,0), and displace them to (±(1+s),0,0) and (0,±(1−s),0). The displaced molecule turns about z with angular velocity ω. How closely can the undisplaced one copy its velocities by turning about z with β? The mass-weighted squared difference is

2m(ω(1+s) − β)² + 2m(ω(1−s) − β)² = 4m(β − ω)² + 4ms²ω².

The best choice is β = ω, and 4ms²ω² remains. No rotation of the reference removes it.

In general, atom i has mass mᵢ, reference position aᵢ and displaced position xᵢ. Let I and I₀ be the inertia tensors of x and a, and let

J = Σ mᵢ(⟨aᵢ,xᵢ⟩1 − xᵢaᵢᵀ),
F(b) = Σ mᵢ‖w×xᵢ − b×aᵢ‖²,

with w and b the angular velocities of the displaced and the reference molecule.

In Lean, `ι` is a finite set of atoms and vectors are functions `Fin 3 → ℝ`. `vecMulVec (x i) (a i)` is xᵢaᵢᵀ, and `mismatch` is F, without the ½ of a kinetic energy. Displacements need not be small, and the origin need not be the centre of mass.

```lean
import Mathlib

open Matrix

namespace WatsonInertia

noncomputable section

variable {ι : Type*} [Fintype ι]

/-- The inertia tensor about the origin of masses `m i` at positions `x i`. -/
def inertia (m : ι → ℝ) (x : ι → Fin 3 → ℝ) : Matrix (Fin 3) (Fin 3) ℝ :=
  ∑ i, m i • ((x i ⬝ᵥ x i) • (1 : Matrix (Fin 3) (Fin 3) ℝ) - vecMulVec (x i) (x i))

/-- The mixed inertia tensor `J`, built from reference positions `a i` and
displaced positions `x i`. -/
def mixedInertia (m : ι → ℝ) (a x : ι → Fin 3 → ℝ) : Matrix (Fin 3) (Fin 3) ℝ :=
  ∑ i, m i • ((a i ⬝ᵥ x i) • (1 : Matrix (Fin 3) (Fin 3) ℝ) - vecMulVec (x i) (a i))

/-- The vector `∑ m a × x`, whose vanishing is the rotational Eckart condition. -/
def eckartVector (m : ι → ℝ) (a x : ι → Fin 3 → ℝ) : Fin 3 → ℝ :=
  ∑ i, m i • (a i ⨯₃ x i)

/-- The mass-weighted squared difference between the velocities `w × x i` of the displaced
molecule turning with `w` and the velocities `b × a i` of the reference turning with `b`. -/
def mismatch (m : ι → ℝ) (a x : ι → Fin 3 → ℝ) (w b : Fin 3 → ℝ) : ℝ :=
  ∑ i, m i * ((w ⨯₃ x i - b ⨯₃ a i) ⬝ᵥ (w ⨯₃ x i - b ⨯₃ a i))

/-- The angular velocity `I₀⁻¹ J w` of the reference, for an invertible reference
inertia tensor `I₀`. -/
def bestRotation (m : ι → ℝ) (a x : ι → Fin 3 → ℝ) (w : Fin 3 → ℝ) : Fin 3 → ℝ :=
  (inertia m a)⁻¹ *ᵥ (mixedInertia m a x *ᵥ w)
```

## The Eckart condition makes J symmetric

The rotational Eckart condition, Σ mᵢ aᵢ×xᵢ = 0, is a condition on the orientation of the reference relative to the displaced molecule. With components numbered 0, 1, 2 as in Lean,

J₁₂ − J₂₁ = Σ mᵢ(aᵢ₁xᵢ₂ − aᵢ₂xᵢ₁) = (Σ mᵢ aᵢ×xᵢ)₀,

and cyclically for the other two. So J is symmetric exactly when the condition holds, whatever the signs of the masses. `h0`, `h1` and `h2` are these three identities.

```lean
/-- The mixed inertia tensor is symmetric if and only if the rotational Eckart
condition holds. -/
theorem mixedInertia_isSymm_iff (m : ι → ℝ) (a x : ι → Fin 3 → ℝ) :
    (mixedInertia m a x).IsSymm ↔ eckartVector m a x = 0 := by
  -- the antisymmetric part of `J` is the Eckart vector
  have h0 : mixedInertia m a x 1 2 - mixedInertia m a x 2 1 = eckartVector m a x 0 := by
    simp only [mixedInertia, eckartVector, Matrix.sum_apply, Finset.sum_apply,
      ← Finset.sum_sub_distrib]
    refine Finset.sum_congr rfl fun i _ => ?_
    simp [cross_apply, vecMulVec_apply]
    ring
  have h1 : mixedInertia m a x 2 0 - mixedInertia m a x 0 2 = eckartVector m a x 1 := by
    simp only [mixedInertia, eckartVector, Matrix.sum_apply, Finset.sum_apply,
      ← Finset.sum_sub_distrib]
    refine Finset.sum_congr rfl fun i _ => ?_
    simp [cross_apply, vecMulVec_apply]
    ring
  have h2 : mixedInertia m a x 0 1 - mixedInertia m a x 1 0 = eckartVector m a x 2 := by
    simp only [mixedInertia, eckartVector, Matrix.sum_apply, Finset.sum_apply,
      ← Finset.sum_sub_distrib]
    refine Finset.sum_congr rfl fun i _ => ?_
    simp [cross_apply, vecMulVec_apply]
    ring
  constructor
  · intro h
    ext k
    fin_cases k
    · change eckartVector m a x 0 = 0
      linarith [h.apply 1 2]
    · change eckartVector m a x 1 = 0
      linarith [h.apply 2 0]
    · change eckartVector m a x 2 = 0
      linarith [h.apply 0 1]
  · intro h
    simp only [h, Pi.zero_apply] at h0 h1 h2
    apply Matrix.IsSymm.ext
    intro i j
    fin_cases i <;> fin_cases j <;> simp <;> linarith
```

## An invertible I₀ excludes a reference on one line through the origin

For non-negative masses, I₀ is invertible exactly when the atoms with mass do not all lie on one line through the origin. The derivation first needs an identity free of hypotheses. From (b×a)·(w×x) = (b·w)(a·x) − (b·x)(a·w),

bᵀJw = Σ mᵢ(b×aᵢ)·(w×xᵢ).

```lean
/-- The mixed inertia tensor gives the mass-weighted overlap of the two rotational
velocity fields `b × a i` and `w × x i`. -/
theorem mixedInertia_form (m : ι → ℝ) (a x : ι → Fin 3 → ℝ) (b w : Fin 3 → ℝ) :
    b ⬝ᵥ (mixedInertia m a x *ᵥ w) = ∑ i, m i * ((b ⨯₃ a i) ⬝ᵥ (w ⨯₃ x i)) := by
  rw [mixedInertia, Matrix.sum_mulVec, dotProduct_sum]
  refine Finset.sum_congr rfl fun i _ => ?_
  simp [Matrix.mulVec, dotProduct, Fin.sum_univ_three, cross_apply, vecMulVec_apply,
    Matrix.one_apply]
  ring
```

Setting a = x, or x = a, gives the same formula for I and I₀. Expanding the square (`hexp`),

F(b) = wᵀIw − 2bᵀJw + bᵀI₀b.

Invertibility enters here: it allows b₀ = I₀⁻¹Jw, so that I₀b₀ = Jw (`hbest`). As I₀ is symmetric (`hsymm`),

(b−b₀)ᵀI₀(b−b₀) = bᵀI₀b − 2bᵀJw + b₀ᵀJw.

Since b₀ᵀJw = wᵀJᵀI₀⁻¹Jw (`hval`),

F(b) = wᵀ(I − JᵀI₀⁻¹J)w + (b−b₀)ᵀI₀(b−b₀).

For a linear reference along a line through the origin, b can be changed along that line without changing F, so the minimiser is not unique.

```lean
/-- For an invertible reference inertia tensor, the mismatch is a part independent of `b`
plus the reference inertia form of the deviation of `b` from `I₀⁻¹ J w`. -/
theorem mismatch_eq (m : ι → ℝ) (a x : ι → Fin 3 → ℝ) (hI : (inertia m a).det ≠ 0)
    (w b : Fin 3 → ℝ) :
    mismatch m a x w b =
      w ⬝ᵥ ((inertia m x - (mixedInertia m a x)ᵀ * (inertia m a)⁻¹ * mixedInertia m a x) *ᵥ w)
      + (b - bestRotation m a x w) ⬝ᵥ (inertia m a *ᵥ (b - bestRotation m a x w)) := by
  have hx : w ⬝ᵥ (inertia m x *ᵥ w) = ∑ i, m i * ((w ⨯₃ x i) ⬝ᵥ (w ⨯₃ x i)) :=
    mixedInertia_form m x x w w
  have ha : ∀ u v, u ⬝ᵥ (inertia m a *ᵥ v) = ∑ i, m i * ((u ⨯₃ a i) ⬝ᵥ (v ⨯₃ a i)) :=
    fun u v => mixedInertia_form m a a u v
  -- the mismatch as a quadratic polynomial in `b`
  have hexp : mismatch m a x w b = w ⬝ᵥ (inertia m x *ᵥ w)
      - 2 * (b ⬝ᵥ (mixedInertia m a x *ᵥ w)) + b ⬝ᵥ (inertia m a *ᵥ b) := by
    rw [hx, ha, mixedInertia_form, mismatch, Finset.mul_sum, ← Finset.sum_sub_distrib,
      ← Finset.sum_add_distrib]
    refine Finset.sum_congr rfl fun i _ => ?_
    simp only [sub_dotProduct, dotProduct_sub]
    rw [dotProduct_comm (w ⨯₃ x i) (b ⨯₃ a i)]
    ring
  have hsymm : ∀ u v, u ⬝ᵥ (inertia m a *ᵥ v) = v ⬝ᵥ (inertia m a *ᵥ u) := by
    intro u v
    rw [ha, ha]
    exact Finset.sum_congr rfl fun i _ => by rw [dotProduct_comm]
  -- the stationarity condition `I₀ b₀ = J w`
  have hbest : inertia m a *ᵥ bestRotation m a x w = mixedInertia m a x *ᵥ w := by
    rw [bestRotation, Matrix.mulVec_mulVec,
      Matrix.mul_nonsing_inv _ (isUnit_iff_ne_zero.mpr hI), Matrix.one_mulVec]
  have hval : w ⬝ᵥ (((mixedInertia m a x)ᵀ * (inertia m a)⁻¹ * mixedInertia m a x) *ᵥ w)
      = bestRotation m a x w ⬝ᵥ (mixedInertia m a x *ᵥ w) := by
    rw [← Matrix.mulVec_mulVec, ← Matrix.mulVec_mulVec, Matrix.dotProduct_mulVec,
      Matrix.vecMul_transpose, dotProduct_comm, bestRotation]
  rw [hexp, Matrix.sub_mulVec, dotProduct_sub, hval, Matrix.mulVec_sub, sub_dotProduct,
    dotProduct_sub, dotProduct_sub, hsymm (bestRotation m a x w) b, hbest]
  ring
```

## Non-negative masses make b₀ a minimum

The last term equals Σ mᵢ‖(b−b₀)×aᵢ‖², which is non-negative and vanishes at b₀. `IsLeast` on the range of F says that the value is attained and that no b goes below it. If all masses were negative and I₀ still invertible, F would have no lower bound.

```lean
/-- For non-negative masses and an invertible reference inertia tensor, the least mismatch
over all `b` is the quadratic form of `I - Jᵀ I₀⁻¹ J` at `w`. -/
theorem isLeast_mismatch (m : ι → ℝ) (a x : ι → Fin 3 → ℝ) (hm : ∀ i, 0 ≤ m i)
    (hI : (inertia m a).det ≠ 0) (w : Fin 3 → ℝ) :
    IsLeast (Set.range (mismatch m a x w))
      (w ⬝ᵥ ((inertia m x
        - (mixedInertia m a x)ᵀ * (inertia m a)⁻¹ * mixedInertia m a x) *ᵥ w)) := by
  constructor
  · refine ⟨bestRotation m a x w, ?_⟩
    rw [mismatch_eq m a x hI, sub_self, zero_dotProduct, add_zero]
  · rintro _ ⟨b, rfl⟩
    rw [mismatch_eq m a x hI]
    have h : 0 ≤ (b - bestRotation m a x w) ⬝ᵥ
        (inertia m a *ᵥ (b - bestRotation m a x w)) := by
      refine le_of_le_of_eq ?_ (mixedInertia_form m a a _ _).symm
      exact Finset.sum_nonneg fun i _ =>
        mul_nonneg (hm i) (Finset.sum_nonneg fun k _ => mul_self_nonneg _)
    linarith
```

For uniqueness, let b be another minimiser and d = b − b₀. Then every mᵢ‖d×aᵢ‖² is zero, hence cᵀI₀d = Σ mᵢ(c×aᵢ)·(d×aᵢ) = 0 for all c (`hz`). So I₀d = 0, and invertibility gives d = 0.

```lean
/-- For non-negative masses and an invertible reference inertia tensor, `I₀⁻¹ J w` is the
only angular velocity of the reference at which the mismatch is least. -/
theorem minimiser_unique (m : ι → ℝ) (a x : ι → Fin 3 → ℝ) (hm : ∀ i, 0 ≤ m i)
    (hI : (inertia m a).det ≠ 0) (w b : Fin 3 → ℝ) :
    (∀ c, mismatch m a x w b ≤ mismatch m a x w c) ↔ b = bestRotation m a x w := by
  constructor
  · intro h
    have hle := h (bestRotation m a x w)
    rw [mismatch_eq m a x hI w b, mismatch_eq m a x hI w (bestRotation m a x w), sub_self,
      zero_dotProduct] at hle
    set d := b - bestRotation m a x w with hd
    have ha : ∀ u v, u ⬝ᵥ (inertia m a *ᵥ v) = ∑ i, m i * ((u ⨯₃ a i) ⬝ᵥ (v ⨯₃ a i)) :=
      fun u v => mixedInertia_form m a a u v
    have hnn : ∀ i ∈ Finset.univ, 0 ≤ m i * ((d ⨯₃ a i) ⬝ᵥ (d ⨯₃ a i)) := fun i _ =>
      mul_nonneg (hm i) (Finset.sum_nonneg fun k _ => mul_self_nonneg _)
    have hsum : ∑ i, m i * ((d ⨯₃ a i) ⬝ᵥ (d ⨯₃ a i)) = 0 := by
      refine le_antisymm ?_ (Finset.sum_nonneg hnn)
      rw [← ha]
      linarith
    -- no massive reference atom moves under `d`, so `I₀ d = 0`
    have hz : ∀ c, c ⬝ᵥ (inertia m a *ᵥ d) = 0 := by
      intro c
      rw [ha]
      refine Finset.sum_eq_zero fun i hi => ?_
      rcases mul_eq_zero.1 ((Finset.sum_eq_zero_iff_of_nonneg hnn).1 hsum i hi) with h | h
      · rw [h, zero_mul]
      · rw [dotProduct_self_eq_zero.1 h, dotProduct_zero, mul_zero]
    exact sub_eq_zero.1
      (Matrix.eq_zero_of_mulVec_eq_zero hI (dotProduct_self_eq_zero.1 (hz _)))
  · rintro rfl c
    have h := (isLeast_mismatch m a x hm hI w).2 ⟨c, rfl⟩
    rw [mismatch_eq m a x hI w (bestRotation m a x w), sub_self, zero_dotProduct, add_zero]
    exact h
```

## With the Eckart condition, Jᵀ becomes J

Substituting Jᵀ = J gives the minimum wᵀ(I − J I₀⁻¹J)w.

```lean
/-- For non-negative masses, an invertible reference inertia tensor and the rotational Eckart
condition, `J` is symmetric and the least mismatch over all `b` is the quadratic form of
`I - J I₀⁻¹ J` at `w`. -/
theorem watson_minimum (m : ι → ℝ) (a x : ι → Fin 3 → ℝ) (hm : ∀ i, 0 ≤ m i)
    (hI : (inertia m a).det ≠ 0) (hE : eckartVector m a x = 0) :
    (mixedInertia m a x).IsSymm ∧ ∀ w, IsLeast (Set.range (mismatch m a x w))
      (w ⬝ᵥ ((inertia m x
        - mixedInertia m a x * (inertia m a)⁻¹ * mixedInertia m a x) *ᵥ w)) := by
  have hJ := (mixedInertia_isSymm_iff m a x).2 hE
  refine ⟨hJ, fun w => ?_⟩
  have h := isLeast_mismatch m a x hm hI w
  rwa [hJ.eq] at h
```

Without the Eckart condition, writing J for Jᵀ can give wrong values. Keep the four reference atoms of the opening example, and let each displaced position be the reference position turned by 90° about z, so that (1,0,0) goes to (0,1,0) and (0,1,0) goes to (−1,0,0). This violates the Eckart condition. For w = (1,0,0) the true minimum is 0, attained at b = (0,−1,0), whereas the formula without the transpose gives 4m.

Under the Eckart condition, and with both geometries centred on their centres of mass, the subtracted part J I₀⁻¹J is the effective inertia tensor whose inverse enters Watson's rovibrational Hamiltonian for non-linear molecules. The remainder I − J I₀⁻¹J is then the Coriolis term by which that tensor differs from I. Neither identification is proved here: the theorems are classical algebra at one fixed geometry, and they hold for any origin.

## Positive masses make a zero minimum exact

If the minimum is zero, each term mᵢ‖w×xᵢ − b₀×aᵢ‖² is zero, and mᵢ > 0 forces w×xᵢ = b₀×aᵢ for every atom. Conversely, a b that matches all velocities gives F(b) = 0. If the minimum is zero, adding a massless atom with aᵢ = 0 and w×xᵢ ≠ 0 breaks the equivalence: it adds nothing to F, yet no b matches its velocity.

```lean
/-- For positive masses, an invertible reference inertia tensor and the rotational Eckart condition,
the quadratic form of `I - J I₀⁻¹ J` vanishes at `w` if and only if some rotation `b` of the
reference gives every atom the velocity `w × x i`. -/
theorem watson_form_eq_zero_iff (m : ι → ℝ) (a x : ι → Fin 3 → ℝ) (hm : ∀ i, 0 < m i)
    (hI : (inertia m a).det ≠ 0) (hE : eckartVector m a x = 0) (w : Fin 3 → ℝ) :
    w ⬝ᵥ ((inertia m x
        - mixedInertia m a x * (inertia m a)⁻¹ * mixedInertia m a x) *ᵥ w) = 0
      ↔ ∃ b : Fin 3 → ℝ, ∀ i, w ⨯₃ x i = b ⨯₃ a i := by
  obtain ⟨⟨b₀, hb₀⟩, hlow⟩ := (watson_minimum m a x (fun i => (hm i).le) hI hE).2 w
  have hnn : ∀ b : Fin 3 → ℝ, ∀ i ∈ Finset.univ,
      0 ≤ m i * ((w ⨯₃ x i - b ⨯₃ a i) ⬝ᵥ (w ⨯₃ x i - b ⨯₃ a i)) := fun b i _ =>
    mul_nonneg (hm i).le (Finset.sum_nonneg fun k _ => mul_self_nonneg _)
  constructor
  · intro h
    rw [h, mismatch] at hb₀
    refine ⟨b₀, fun i => ?_⟩
    have hi := (Finset.sum_eq_zero_iff_of_nonneg (hnn b₀)).1 hb₀ i (Finset.mem_univ i)
    exact sub_eq_zero.1
      (dotProduct_self_eq_zero.1 ((mul_eq_zero.1 hi).resolve_left (hm i).ne'))
  · rintro ⟨b, hb⟩
    have hzero : mismatch m a x w b = 0 :=
      Finset.sum_eq_zero fun i _ => by rw [hb i, sub_self, dotProduct_zero, mul_zero]
    refine le_antisymm ?_ ?_
    · exact (hlow ⟨b, rfl⟩).trans_eq hzero
    · rw [← hb₀]
      exact Finset.sum_nonneg (hnn b₀)

end

end WatsonInertia
```

```lean
#print axioms WatsonInertia.isLeast_mismatch
#print axioms WatsonInertia.minimiser_unique
#print axioms WatsonInertia.watson_form_eq_zero_iff
```

```
'WatsonInertia.isLeast_mismatch' depends on axioms: [propext, Classical.choice, Quot.sound]
'WatsonInertia.minimiser_unique' depends on axioms: [propext, Classical.choice, Quot.sound]
'WatsonInertia.watson_form_eq_zero_iff' depends on axioms: [propext, Classical.choice, Quot.sound]
```
